# Ritz values interlace the levels of a Hermitian matrix, and a count of levels below $-2c^2$ shows which ones bound the levels above

## A root that has fallen through the gap

Take a Hamiltonian with levels $-3c^2$, $-3c^2$ and $0$, with $c>0$, and diagonalise it in a basis of two functions. One might expect one root for the negative-energy states and one for the electron, so that the upper root lies above the electronic level $0$. If the two basis functions are the first two eigenvectors, both roots are $-3c^2$. The upper root is then not an upper bound to the electronic level.

Here $c$ is the speed of light, and energies are in atomic units with the electron's rest energy $c^2$ subtracted. The threshold $-2c^2$ then stands for the upper edge of the free electron's negative-energy continuum. A root bounds from above the exact level with the same position in the ordered list. Whether that level lies below the threshold depends on how many levels do.

## Levels, roots and the inequalities

Let $H$ be an $n\times n$ matrix with ascending levels $\varepsilon_0\le\dots\le\varepsilon_{n-1}$ and a unitary matrix $U$ of eigenvectors. Let $V$ be $n\times m$ with $m\le n$ and $V^\dagger V=1$; its columns are the orthonormal basis functions. The Ritz values $\mu_0\le\dots\le\mu_{m-1}$ are the eigenvalues of $V^\dagger HV$. Cauchy interlacing says
$$\varepsilon_k\le\mu_k\le\varepsilon_{k+n-m},\qquad 0\le k<m.$$

Now let $m=2N$, and suppose that exactly $N$ levels lie below $-2c^2$. Then the levels at or above $-2c^2$ are those with index $i\ge N$, and each upper root $\mu_k$, $N\le k<2N$, bounds the level $\varepsilon_k$ of that group from above.

## Derivation by counting conditions

Let $Y$ be a unitary matrix of eigenvectors of $V^\dagger HV$, and write $D_\varepsilon$ and $D_\mu$ for the diagonal matrices of levels and roots. Set $W=U^\dagger VY$. Since $UU^\dagger=1$ and $H=UD_\varepsilon U^\dagger$,
$$W^\dagger W=Y^\dagger V^\dagger VY=1,\qquad W^\dagger D_\varepsilon W=Y^\dagger V^\dagger HVY=D_\mu .$$
For a trial vector $x\in\mathbb C^m$ and $y=Wx$, this gives
$$\sum_i|y_i|^2=\sum_a|x_a|^2,\qquad \sum_i\varepsilon_i|y_i|^2=\sum_a\mu_a|x_a|^2 .$$

For the lower bound, require $x_a=0$ for $a>k$ and $y_i=0$ for $i<k$. These are $(m-1-k)+k=m-1$ linear conditions on $m$ unknowns, so a nonzero $x$ exists. Only levels from $\varepsilon_k$ up and roots up to $\mu_k$ contribute:
$$\varepsilon_k\sum_i|y_i|^2\le\sum_i\varepsilon_i|y_i|^2=\sum_a\mu_a|x_a|^2\le\mu_k\sum_a|x_a|^2 .$$
Dividing by the common positive norm gives $\varepsilon_k\le\mu_k$.

For the upper bound, require $x_a=0$ for $a<k$ and $y_i=0$ for $i>k+n-m$. There are $k+(m-1-k)=m-1$ conditions again, and
$$\mu_k\sum_a|x_a|^2\le\sum_a\mu_a|x_a|^2=\sum_i\varepsilon_i|y_i|^2\le\varepsilon_{k+n-m}\sum_i|y_i|^2 .$$

The threshold needs only a count. If $\varepsilon_i\ge-2c^2$, every level below the threshold has an index smaller than $i$, so $N\le i$. If $\varepsilon_i<-2c^2$, the $i+1$ levels $\varepsilon_0,\dots,\varepsilon_i$ all lie below it, so $i+1\le N$.

## Bases made of eigenvectors

Select columns $f(0)<\dots<f(m-1)$ of $U$ as the basis. Then $V^\dagger V=1$ and $HV=V\,\mathrm{diag}(\varepsilon_{f(a)})$, hence $V^\dagger HV=\mathrm{diag}(\varepsilon_{f(a)})$, and the roots are exactly the selected levels. The choice $f(a)=a$ attains every lower bound, and $f(a)=a+n-m$ every upper one. The opening example is the case $n=3$, $m=2$, $f(a)=a$: two levels lie below the threshold, where $N=1$ would require one.

## A three-level instance

For easy numbers put $c=1$, which is not its physical value in atomic units. The threshold is then $-2$. Take $H=\mathrm{diag}(-3,0,1)$ with $N=1$. Exactly one level lies below the threshold. Choose the orthonormal columns
$$v_0=\tfrac1{\sqrt2}(1,1,0),\qquad v_1=(0,0,1).$$
Then $v_0^\dagger Hv_0=\tfrac12(-3+0)=-\tfrac32$, $v_1^\dagger Hv_1=1$, and the off-diagonal element vanishes. The roots are $\mu_0=-\tfrac32$ and $\mu_1=1$, with $-3\le-\tfrac32\le0$ and $0\le1\le1$.

The root $-\tfrac32$ lies above the threshold and still below the electronic level $0$. Discarding the roots below $-2c^2$ would therefore not have isolated the bounding root; its index does.

## What the Lean statements say

`AscendingLevels H ε` says that `ε` is monotone and that some unitary matrix of eigenvectors has these eigenvalues, so degenerate levels are repeated. `exists_ascendingLevels` supplies such a list for every Hermitian matrix. The interlacing theorem takes the list as its hypothesis, which already makes `H` Hermitian. `compression V H` is $V^\dagger HV$, and `Vᴴ * V = 1` means that a non-orthogonal basis has to be orthonormalised first.

Indices start at zero, as above. `Fin.castLE hmn k` is the same number `k`, read as an index among the `n` exact levels. In `upper_roots_bound`, the hypothesis `hN` is the count of levels below the threshold. It identifies the group at or above $-2c^2$; the inequality $\varepsilon_k\le\mu_k$ holds without it.

That count is assumed, and it is restrictive. If $H$ is itself a Dirac matrix with half of its $n$ levels below $-2c^2$, the hypothesis forces $n=2N$, and interlacing then makes every root exact. For a smaller basis in such a space, the theorem does not exclude upper roots that fall below the electronic levels, as in the opening example. It is also not a minimax principle for the Dirac operator, whose spectrum is unbounded below: $H$ is a finite matrix, and no relation between large and small components enters. For four-component calculations, the result says which roots may be read as upper bounds to levels at or above $-2c^2$, within a finite matrix model that has exactly $N$ levels below $-2c^2$ and a basis of size $2N$.

## The complete file

```lean
import Mathlib

open Matrix

namespace VariationalCollapse

noncomputable section

variable {n m : ℕ}

/-- The real numbers `ε` are the energy levels of `H` in ascending order, counted with
multiplicity: the columns of some unitary matrix are eigenvectors with these eigenvalues. -/
def AscendingLevels (H : Matrix (Fin n) (Fin n) ℂ) (ε : Fin n → ℝ) : Prop :=
  Monotone ε ∧ ∃ U : Matrix (Fin n) (Fin n) ℂ,
    Uᴴ * U = 1 ∧ H * U = U * diagonal (fun i => (ε i : ℂ))

/-- The Hamiltonian matrix `V† H V` in the basis formed by the columns of `V`. -/
def compression (V : Matrix (Fin n) (Fin m) ℂ) (H : Matrix (Fin n) (Fin n) ℂ) :
    Matrix (Fin m) (Fin m) ℂ := Vᴴ * H * V

/-- Distinct columns selected from a unitary matrix of eigenvectors are orthonormal
eigenvectors with the selected eigenvalues. -/
theorem selected_eigenvectors {H U : Matrix (Fin n) (Fin n) ℂ} {ε : Fin n → ℝ}
    (hU : Uᴴ * U = 1) (hHU : H * U = U * diagonal (fun i => (ε i : ℂ)))
    {f : Fin m → Fin n} (hf : Function.Injective f) :
    (U.submatrix id f)ᴴ * U.submatrix id f = 1 ∧
      H * U.submatrix id f = U.submatrix id f * diagonal (fun a => (ε (f a) : ℂ)) := by
  constructor
  · ext a b
    have h := congrFun (congrFun hU (f a)) (f b)
    refine Eq.trans h ?_
    simp [Matrix.one_apply, hf.eq_iff]
  · ext i b
    have h := congrFun (congrFun hHU i) (f b)
    rw [Matrix.mul_diagonal] at h ⊢
    exact h

/-- Every Hermitian matrix has a list of real energy levels in ascending order. -/
theorem exists_ascendingLevels {H : Matrix (Fin n) (Fin n) ℂ} (hH : H.IsHermitian) :
    ∃ ε, AscendingLevels H ε := by
  let W : Matrix (Fin n) (Fin n) ℂ := hH.eigenvectorUnitary
  have hW : Wᴴ * W = 1 := Matrix.mem_unitaryGroup_iff'.1 hH.eigenvectorUnitary.2
  have hHW : H * W = W * diagonal (fun i => (hH.eigenvalues i : ℂ)) := by
    ext i j
    have h := congrFun (hH.mulVec_eigenvectorBasis j) i
    simp only [Pi.smul_apply, Complex.real_smul] at h
    rw [Matrix.mul_diagonal, mul_comm (W i j)]
    exact h
  -- sort the eigenvalues and permute the eigenvectors accordingly
  exact ⟨hH.eigenvalues ∘ Tuple.sort hH.eigenvalues, Tuple.monotone_sort _, _,
    selected_eigenvectors hW hHW (Tuple.sort hH.eigenvalues).injective⟩

lemma expectation_diagonal (d : Fin n → ℝ) (x : Fin n → ℂ) :
    star x ⬝ᵥ (diagonal (fun i => (d i : ℂ)) *ᵥ x)
      = ((∑ i, d i * Complex.normSq (x i) : ℝ) : ℂ) := by
  simp only [dotProduct, Matrix.mulVec_diagonal, Pi.star_apply]
  push_cast
  refine Finset.sum_congr rfl fun i _ => ?_
  rw [Complex.normSq_eq_conj_mul_self, starRingEnd_apply]
  ring

/-- If `W† D W = E` for real diagonal matrices `D` and `E`, the entries of `D` weighted by the
squared moduli of the components of `W x` have the same sum as the entries of `E` weighted by those
of `x`. -/
theorem energy_transfer {W : Matrix (Fin n) (Fin m) ℂ} {d : Fin n → ℝ} {e : Fin m → ℝ}
    (h : Wᴴ * diagonal (fun i => (d i : ℂ)) * W = diagonal (fun a => (e a : ℂ)))
    (x : Fin m → ℂ) :
    ∑ i, d i * Complex.normSq ((W *ᵥ x) i) = ∑ a, e a * Complex.normSq (x a) := by
  apply Complex.ofReal_injective
  rw [← expectation_diagonal d (W *ᵥ x), ← expectation_diagonal e x, ← h,
    Matrix.star_mulVec, ← Matrix.dotProduct_mulVec]
  simp only [Matrix.mulVec_mulVec, Matrix.mul_assoc]

/-- A nonzero trial vector exists with prescribed vanishing components before and after
applying `W`, provided there are fewer conditions than basis functions. -/
theorem exists_trial_vector (W : Matrix (Fin n) (Fin m) ℂ) (P : Finset (Fin m))
    (Q : Finset (Fin n)) (h : P.card + Q.card < m) :
    ∃ x : Fin m → ℂ, x ≠ 0 ∧ (∀ a ∈ P, x a = 0) ∧ ∀ i ∈ Q, (W *ᵥ x) i = 0 := by
  let L : (Fin m → ℂ) →ₗ[ℂ] (P → ℂ) × (Q → ℂ) :=
    (LinearMap.funLeft ℂ ℂ (Subtype.val : P → Fin m)).prod
      ((LinearMap.funLeft ℂ ℂ (Subtype.val : Q → Fin n)).comp W.mulVecLin)
  have hL : LinearMap.ker L ≠ ⊥ := LinearMap.ker_ne_bot_of_finrank_lt (by simpa using h)
  obtain ⟨x, hx, hx0⟩ := Submodule.exists_mem_ne_zero_of_ne_bot hL
  have hx' : L x = 0 := LinearMap.mem_ker.1 hx
  exact ⟨x, hx0, fun a ha => congrFun (congrArg Prod.fst hx') ⟨a, ha⟩,
    fun i hi => congrFun (congrArg Prod.snd hx') ⟨i, hi⟩⟩

lemma le_of_weighted {p d : Fin n → ℝ} {q e : Fin m → ℝ} {s t : ℝ}
    (hp : ∀ i, 0 ≤ p i) (hq : ∀ a, 0 ≤ q a) (hpq : ∑ i, p i = ∑ a, q a)
    (hpos : 0 < ∑ a, q a) (hE : ∑ i, d i * p i = ∑ a, e a * q a)
    (ht : ∀ i, p i ≠ 0 → t ≤ d i) (hs : ∀ a, q a ≠ 0 → e a ≤ s) : t ≤ s := by
  have h1 : t * ∑ i, p i ≤ ∑ i, d i * p i := by
    rw [Finset.mul_sum]
    refine Finset.sum_le_sum fun i _ => ?_
    by_cases h : p i = 0
    · simp [h]
    · exact mul_le_mul_of_nonneg_right (ht i h) (hp i)
  have h2 : ∑ a, e a * q a ≤ s * ∑ a, q a := by
    rw [Finset.mul_sum]
    refine Finset.sum_le_sum fun a _ => ?_
    by_cases h : q a = 0
    · simp [h]
    · exact mul_le_mul_of_nonneg_right (hs a h) (hq a)
  rw [hpq] at h1
  exact le_of_mul_le_mul_right (by linarith) hpos

/-- Cauchy interlacing: the `k`-th Ritz value in an orthonormal basis of size `m` lies between
the exact levels number `k` and `k + n - m`, all counted in ascending order. -/
theorem ritz_interlacing {H : Matrix (Fin n) (Fin n) ℂ} {V : Matrix (Fin n) (Fin m) ℂ}
    {ε : Fin n → ℝ} {μ : Fin m → ℝ} (hmn : m ≤ n) (hV : Vᴴ * V = 1)
    (hε : AscendingLevels H ε) (hμ : AscendingLevels (compression V H) μ) (k : Fin m) :
    ε (Fin.castLE hmn k) ≤ μ k ∧
      μ k ≤ ε ⟨k.val + (n - m), by have := k.isLt; omega⟩ := by
  obtain ⟨hεm, U, hU, hHU⟩ := hε
  obtain ⟨hμm, Y, hY, hHY⟩ := hμ
  have hU' : U * Uᴴ = 1 := mul_eq_one_comm.1 hU
  have hD : U * diagonal (fun i => (ε i : ℂ)) * Uᴴ = H := by
    rw [← hHU, Matrix.mul_assoc, hU', Matrix.mul_one]
  -- express the isometry in the exact and the Ritz eigenbases
  obtain ⟨W, hWdef⟩ : ∃ W, W = Uᴴ * V * Y := ⟨_, rfl⟩
  have hW : Wᴴ * W = 1 := by
    have h : Wᴴ * W = Yᴴ * (Vᴴ * (U * Uᴴ) * V) * Y := by
      simp only [hWdef, conjTranspose_mul, conjTranspose_conjTranspose, Matrix.mul_assoc]
    rw [h, hU', Matrix.mul_one, hV, Matrix.mul_one, hY]
  have hE : Wᴴ * diagonal (fun i => (ε i : ℂ)) * W = diagonal (fun a => (μ a : ℂ)) := by
    have h : Wᴴ * diagonal (fun i => (ε i : ℂ)) * W
        = Yᴴ * (Vᴴ * (U * diagonal (fun i => (ε i : ℂ)) * Uᴴ) * V * Y) := by
      simp only [hWdef, conjTranspose_mul, conjTranspose_conjTranspose, Matrix.mul_assoc]
    unfold compression at hHY
    rw [h, hD, hHY, ← Matrix.mul_assoc, hY, Matrix.one_mul]
  have hnorm (x : Fin m → ℂ) :
      ∑ i, Complex.normSq ((W *ᵥ x) i) = ∑ a, Complex.normSq (x a) := by
    have h := energy_transfer (W := W) (d := fun _ => 1) (e := fun _ => 1)
      (by simpa using hW) x
    simpa only [one_mul] using h
  have hpos (x : Fin m → ℂ) (hx : x ≠ 0) : 0 < ∑ a, Complex.normSq (x a) := by
    obtain ⟨a, ha⟩ := Function.ne_iff.1 hx
    exact Finset.sum_pos' (fun _ _ => Complex.normSq_nonneg _)
      ⟨a, Finset.mem_univ a, Complex.normSq_pos.2 ha⟩
  have hk := k.isLt
  constructor
  · -- only Ritz vectors up to k, only exact levels from k on
    obtain ⟨x, hx, hP, hQ⟩ := exists_trial_vector W (Finset.Ioi k)
      (Finset.Iio (Fin.castLE hmn k)) (by
        rw [Fin.card_Ioi, Fin.card_Iio, Fin.val_castLE]; omega)
    exact le_of_weighted (fun i => Complex.normSq_nonneg ((W *ᵥ x) i))
      (fun a => Complex.normSq_nonneg (x a)) (hnorm x) (hpos x hx) (energy_transfer hE x)
      (fun i hi => hεm (not_lt.1 fun h => hi (by rw [hQ i (Finset.mem_Iio.2 h), map_zero])))
      (fun a ha => hμm (not_lt.1 fun h => ha (by rw [hP a (Finset.mem_Ioi.2 h), map_zero])))
  · -- only Ritz vectors from k on, only exact levels up to k + n - m
    obtain ⟨x, hx, hP, hQ⟩ := exists_trial_vector W (Finset.Iio k)
      (Finset.Ioi ⟨k.val + (n - m), by omega⟩) (by
        rw [Fin.card_Ioi, Fin.card_Iio]; dsimp only; omega)
    exact le_of_weighted (fun a => Complex.normSq_nonneg (x a))
      (fun i => Complex.normSq_nonneg ((W *ᵥ x) i)) (hnorm x).symm
      ((hnorm x).symm ▸ hpos x hx) (energy_transfer hE x).symm
      (fun a ha => hμm (not_lt.1 fun h => ha (by rw [hP a (Finset.mem_Iio.2 h), map_zero])))
      (fun i hi => hεm (not_lt.1 fun h => hi (by rw [hQ i (Finset.mem_Ioi.2 h), map_zero])))

/-- If exactly `N` levels lie below `-2c²`, the levels at or above it are those numbered from
`N` on, and each of the upper `N` of `2N` Ritz values bounds the level of its number from above. -/
theorem upper_roots_bound {N : ℕ} {H : Matrix (Fin n) (Fin n) ℂ}
    {V : Matrix (Fin n) (Fin (2 * N)) ℂ} {ε : Fin n → ℝ} {μ : Fin (2 * N) → ℝ} {c : ℝ}
    (hmn : 2 * N ≤ n) (hV : Vᴴ * V = 1) (hε : AscendingLevels H ε)
    (hμ : AscendingLevels (compression V H) μ)
    (hN : (Finset.univ.filter (fun i => ε i < -2 * c ^ 2)).card = N) :
    (∀ i, -2 * c ^ 2 ≤ ε i ↔ N ≤ i.val) ∧
      ∀ k : Fin (2 * N), N ≤ k.val → ε (Fin.castLE hmn k) ≤ μ k := by
  refine ⟨fun i => ⟨fun hi => ?_, fun hi => ?_⟩,
    fun k _ => (ritz_interlacing hmn hV hε hμ k).1⟩
  · have hsub : Finset.univ.filter (fun j => ε j < -2 * c ^ 2) ⊆ Finset.Iio i := by
      intro j hj
      have hj' := (Finset.mem_filter.1 hj).2
      exact Finset.mem_Iio.2 (not_le.1 fun h => by linarith [hε.1 h])
    have h := Finset.card_le_card hsub
    rwa [hN, Fin.card_Iio] at h
  · by_contra hlt
    have hsub : Finset.Iic i ⊆ Finset.univ.filter (fun j => ε j < -2 * c ^ 2) := by
      intro j hj
      exact Finset.mem_filter.2 ⟨Finset.mem_univ j,
        lt_of_le_of_lt (hε.1 (Finset.mem_Iic.1 hj)) (not_le.1 hlt)⟩
    have h := Finset.card_le_card hsub
    rw [hN, Fin.card_Iic] at h
    omega

/-- A basis of selected eigenvectors, taken in ascending order, is orthonormal and has exactly
the selected levels as its Ritz values. -/
theorem ritz_of_eigenvectors {H U : Matrix (Fin n) (Fin n) ℂ} {ε : Fin n → ℝ}
    (hε : Monotone ε) (hU : Uᴴ * U = 1)
    (hHU : H * U = U * diagonal (fun i => (ε i : ℂ))) {f : Fin m → Fin n}
    (hf : StrictMono f) :
    (U.submatrix id f)ᴴ * U.submatrix id f = 1 ∧
      AscendingLevels (compression (U.submatrix id f) H) (ε ∘ f) := by
  obtain ⟨h1, h2⟩ := selected_eigenvectors hU hHU hf.injective
  refine ⟨h1, hε.comp hf.monotone, 1, by simp, ?_⟩
  rw [compression, Matrix.mul_one, Matrix.one_mul, Matrix.mul_assoc, h2,
    ← Matrix.mul_assoc, h1, Matrix.one_mul]
  rfl

/-- The three levels `-3c²`, `-3c²` and `0`. -/
def collapseLevels (c : ℝ) : Fin 3 → ℝ := ![-3 * c ^ 2, -3 * c ^ 2, 0]

/-- For `diag(-3c², -3c², 0)` in the basis of the first two coordinate vectors, both Ritz values
are `-3c²`, which is below `-2c²`, while the third exact level is above `-2c²`. -/
theorem collapse_of_upper_root {c : ℝ} (hc : 0 < c) :
    let H : Matrix (Fin 3) (Fin 3) ℂ := diagonal (fun i => (collapseLevels c i : ℂ))
    let V : Matrix (Fin 3) (Fin 2) ℂ := (1 : Matrix (Fin 3) (Fin 3) ℂ).submatrix id Fin.castSucc
    AscendingLevels H (collapseLevels c) ∧ Vᴴ * V = 1 ∧
      AscendingLevels (compression V H) (fun _ => -3 * c ^ 2) ∧
      -3 * c ^ 2 < -2 * c ^ 2 ∧ -2 * c ^ 2 < collapseLevels c 2 := by
  intro H V
  have hc2 : 0 < c ^ 2 := by positivity
  have hmono : Monotone (collapseLevels c) := by
    refine Fin.monotone_iff_le_succ.2 (Fin.forall_fin_two.2 ⟨?_, ?_⟩)
    · exact le_refl (-3 * c ^ 2)
    · change -3 * c ^ 2 ≤ 0
      linarith
  have hH : H * 1 = 1 * diagonal (fun i => (collapseLevels c i : ℂ)) := by
    rw [Matrix.mul_one, Matrix.one_mul]
  obtain ⟨h1, h2⟩ := ritz_of_eigenvectors hmono (by simp) hH
    (Fin.strictMono_castSucc (n := 2))
  have hμ : collapseLevels c ∘ Fin.castSucc = fun _ => -3 * c ^ 2 :=
    funext (Fin.forall_fin_two.2 ⟨rfl, rfl⟩)
  rw [hμ] at h2
  refine ⟨⟨hmono, 1, by simp, hH⟩, h1, h2, by linarith, ?_⟩
  change -2 * c ^ 2 < 0
  linarith

end

end VariationalCollapse
```

```lean
#print axioms VariationalCollapse.exists_ascendingLevels
-- 'VariationalCollapse.exists_ascendingLevels' depends on axioms: [propext, Classical.choice, Quot.sound]
#print axioms VariationalCollapse.ritz_interlacing
-- 'VariationalCollapse.ritz_interlacing' depends on axioms: [propext, Classical.choice, Quot.sound]
#print axioms VariationalCollapse.upper_roots_bound
-- 'VariationalCollapse.upper_roots_bound' depends on axioms: [propext, Classical.choice, Quot.sound]
#print axioms VariationalCollapse.collapse_of_upper_root
-- 'VariationalCollapse.collapse_of_upper_root' depends on axioms: [propext, Classical.choice, Quot.sound]
```

## How the proof follows the derivation

`selected_eigenvectors` reads the orthonormality and eigenvalue equations entry by entry for a choice of distinct columns. `exists_ascendingLevels` applies it to Mathlib's eigenvector matrix, with the permutation that sorts the eigenvalues.

`expectation_diagonal` writes the expectation value of a diagonal matrix as a weighted sum of levels. `energy_transfer` uses it on both sides of $W^\dagger D_\varepsilon W=D_\mu$ to obtain the energy identity. With all levels set to 1, the same lemma gives conservation of the norm, which is `hnorm` in the main proof.

`exists_trial_vector` does the dimension count. It collects the prescribed components into one linear map `L`; the target has a smaller dimension than the source, so the kernel contains a nonzero vector. `le_of_weighted` is the comparison of averages: if two sums with nonnegative weights agree in energy and have the same positive total weight, a lower bound on the levels present in one cannot exceed an upper bound on those present in the other.

`ritz_interlacing` first builds `W` and proves its two identities as `hW` and `hE`. Each half then calls `exists_trial_vector` with the index sets of the derivation, where `Finset.Ioi k` means indices above `k` and `Finset.Iio k` those below, and `omega` checks that there are fewer than $m$ conditions. `le_of_weighted` finishes both halves, with the exact and Ritz descriptions exchanged in the second.

`upper_roots_bound` takes its inequality from the first half of interlacing. Its two inclusions `hsub` are the two directions of the threshold count, turned into inequalities by comparing cardinalities.

`ritz_of_eigenvectors` computes the compressed matrix for selected eigenvectors. `collapse_of_upper_root` applies it to the first two coordinate vectors, then checks that $-3c^2<-2c^2<0$ for $c>0$.
